# Radial moments and most probable radius of a primitive Gaussian

## One substitution for an s function

Take the s-type Gaussian $e^{-ar^2}$ with $a>0$. Its square times the volume factor $r^2$ is the weight $r^2e^{-2ar^2}$ on $r>0$. Put $u=2ar^2$, so that $r=(u/2a)^{1/2}$ and $dr=\tfrac12(2a)^{-1/2}u^{-1/2}\,du$. Then

$$\int_0^\infty r^2e^{-2ar^2}dr=\tfrac12(2a)^{-3/2}\,\Gamma(\tfrac32),\qquad
\int_0^\infty r^4e^{-2ar^2}dr=\tfrac12(2a)^{-5/2}\,\Gamma(\tfrac52).$$

Since $\Gamma(\tfrac52)=\tfrac32\Gamma(\tfrac32)$, the quotient gives $\langle r^2\rangle=3/(4a)$.

The same variable locates the maximum. The weight is $u e^{-u}/(2a)$, which is largest at $u=1$, that is, at $r=1/\sqrt{2a}$. Higher angular momentum and other powers of $r$ change only the exponents.

## The radial density of a single primitive

A primitive Gaussian with angular momentum $l=0,1,2,\dots$ has the radial part $r^le^{-ar^2}$. With a normalised angular factor, the probability of finding the electron between $r$ and $r+dr$ is $P(r)\,dr$, where

$$P(r)=\frac{w(r)}{N},\qquad w(r)=r^{2l+2}e^{-2ar^2},\qquad N=\int_0^\infty w(r)\,dr.$$

The most probable radius is the position of the maximum of $P$, which contains the volume factor $r^2$. It is not the position of the maximum of the squared orbital, which for an s function is the origin.

In electronic structure calculations these formulas normalise a basis function and relate its exponent to its size, for one primitive about its own centre. A contracted function has cross terms between different exponents and is not covered.

## What is stated, and how Lean expresses it

For $a>0$, natural $l$ and real $n$:

- $P$ integrates to one (`integral_radialDensity`).
- $r^nP(r)$ is integrable on $r>0$ exactly when $n>-(2l+3)$ (`integrable_moment_iff`).
- In that range the mean $\langle r^n\rangle=\int_0^\infty r^nP(r)\,dr$ has the closed form (`radialMoment_eq`)
$$\langle r^n\rangle=(2a)^{-n/2}\,\frac{\Gamma\!\left(l+\frac{n+3}{2}\right)}{\Gamma\!\left(l+\frac32\right)}.$$
- In the same range, $\langle r^{n+2}\rangle=\dfrac{2l+n+3}{4a}\langle r^n\rangle$ (`radialMoment_add_two`).
- With $R=\sqrt{(l+1)/(2a)}$, one has $R>0$, and $P(r)<P(R)$ for every $r>0$ other than $R$ (`radialDensity_lt_mode`).
- $\langle r^2\rangle=\dfrac{2l+3}{4a}$ and $R^2=\dfrac{2l+2}{2l+3}\langle r^2\rangle$ (`mean_square_radius`).

The functions $w$ and $P$ are `radialWeight` and `radialDensity`, the number $N$ is `radialNorm`, and $\langle r^n\rangle$ and $R$ are `radialMoment` and `modeRadius`. The half-line $r>0$ is `Ioi 0`. The exponent $2l+2$ in the weight is a natural number, while $n$ is real, so fractional and negative powers are included. The hypothesis `ha` says that the Gaussian decays, and `hn` is the condition on $n$. All quantities are plain real numbers; in physical units $a$ is an inverse length squared.

The file starts from the radial density. The orbital in three dimensions and its angular integration belong to the physical reading above. Lean assigns the value zero to the integral of a non-integrable function, so the integrability theorem is what identifies the powers for which `radialMoment` is a genuine mean. For example, $\langle r^{-3}\rangle$ diverges for $l=0$ and is finite for $l\ge1$.

## Deriving the moments

Let $I_n=\int_0^\infty r^n w(r)\,dr$. Combining the powers of $r$ and substituting $u=2ar^2$ gives

$$I_n=\int_0^\infty r^{n+2l+2}e^{-2ar^2}dr
=\tfrac12(2a)^{-(l+\frac{n+3}{2})}\int_0^\infty u^{\,l+\frac{n+3}{2}-1}e^{-u}\,du
=\tfrac12(2a)^{-(l+\frac{n+3}{2})}\,\Gamma\!\left(l+\tfrac{n+3}{2}\right).$$

The last integral converges when $l+\frac{n+3}{2}>0$, which is $n>-(2l+3)$. Since $N=I_0$, the quotient $I_n/I_0$ is the stated moment: the factors $\tfrac12$ cancel and the powers of $2a$ leave $(2a)^{-n/2}$.

The range is sharp because of the behaviour near the origin. For $0<r<1$ we have $e^{-2ar^2}\ge e^{-2a}$, so

$$r^nw(r)\ge e^{-2a}\,r^{n+2l+2}.$$

A pure power is integrable on $(0,1)$ only if its exponent exceeds $-1$, and this again requires $n>-(2l+3)$.

For the recursion, put $s=l+\frac{n+3}{2}$. Raising $n$ by two raises $s$ by one and contributes a factor $(2a)^{-1}$. With $\Gamma(s+1)=s\,\Gamma(s)$,

$$\langle r^{n+2}\rangle=\frac{s}{2a}\langle r^n\rangle=\frac{2l+n+3}{4a}\langle r^n\rangle.$$

At $n=0$, where $\langle r^0\rangle=1$, this is the mean square radius.

## Locating the maximum without derivatives

Set $k=2a/(l+1)$. Then

$$w(r)=\left(r^2e^{-kr^2}\right)^{l+1},$$

so it is enough to maximise the positive base. Write $t=kr^2$. For $t\ne1$ the strict inequality $t<e^{t-1}$ holds; multiplying by $e^{-t}$ gives $te^{-t}<e^{-1}$, and dividing by $k$ gives

$$r^2e^{-kr^2}<\frac{e^{-1}}{k}=R^2e^{-kR^2},\qquad R^2=\frac1k=\frac{l+1}{2a}.$$

Raising both sides to the power $l+1$ and dividing by $N>0$ gives $P(r)<P(R)$. This compares $R$ with every other positive radius at once, so the maximum is global and unique. Dividing $R^2$ by $\langle r^2\rangle=(2l+3)/(4a)$ gives the ratio $(2l+2)/(2l+3)$.

## The complete Lean file

```lean
import Mathlib

open MeasureTheory Set Real

namespace PrimitiveGaussianRadial

noncomputable section

/-- The unnormalized radial density `r^(2l+2) exp(-2ar²)` of a primitive Gaussian with
exponent `a` and angular momentum `l`. -/
def radialWeight (a : ℝ) (l : ℕ) (r : ℝ) : ℝ :=
  r ^ (2 * l + 2) * Real.exp (-(2 * a) * r ^ 2)

/-- The integral of the unnormalized radial density over `r > 0`. -/
def radialNorm (a : ℝ) (l : ℕ) : ℝ := ∫ r in Ioi (0 : ℝ), radialWeight a l r

/-- The normalized radial density of a primitive Gaussian, for `a > 0`. -/
def radialDensity (a : ℝ) (l : ℕ) (r : ℝ) : ℝ := radialWeight a l r / radialNorm a l

/-- The mean of `r^n` under the radial density, for `a > 0` and real `n > -(2l+3)`. -/
def radialMoment (a : ℝ) (l : ℕ) (n : ℝ) : ℝ :=
  ∫ r in Ioi (0 : ℝ), r ^ n * radialDensity a l r

/-- The radius `√((l+1)/(2a))`, for `a > 0`. -/
def modeRadius (a : ℝ) (l : ℕ) : ℝ := Real.sqrt ((l + 1) / (2 * a))

/-- At positive radius, `r^n` times the weight is a single real power times a Gaussian. -/
theorem rpow_mul_weight (a : ℝ) (l : ℕ) (n : ℝ) {r : ℝ} (hr : 0 < r) :
    r ^ n * radialWeight a l r
      = r ^ (n + (2 * (l : ℝ) + 2)) * Real.exp (-(2 * a) * r ^ 2) := by
  have hc : 2 * (l : ℝ) + 2 = ((2 * l + 2 : ℕ) : ℝ) := by push_cast; rfl
  rw [Real.rpow_add hr, hc, Real.rpow_natCast, radialWeight]
  ring

/-- For `a > 0` and real `n > -(2l+3)`, the integral of `r^n` against the unnormalized density is
one half of `Γ(l+(n+3)/2)` times a power of `2a`. -/
theorem integral_rpow_weight {a : ℝ} (ha : 0 < a) (l : ℕ) {n : ℝ}
    (hn : -(2 * (l : ℝ) + 3) < n) :
    ∫ r in Ioi (0 : ℝ), r ^ n * radialWeight a l r
      = (2 * a) ^ (-((l : ℝ) + (n + 3) / 2)) * (1 / 2) * Real.Gamma (l + (n + 3) / 2) := by
  have h : ∫ r in Ioi (0 : ℝ), r ^ n * radialWeight a l r
      = ∫ r in Ioi (0 : ℝ),
        r ^ (n + (2 * (l : ℝ) + 2)) * Real.exp (-(2 * a) * r ^ (2 : ℝ)) := by
    refine setIntegral_congr_fun measurableSet_Ioi (fun r hr => ?_)
    simpa only [Real.rpow_two] using rpow_mul_weight a l n (mem_Ioi.mp hr)
  have e1 : (n + (2 * (l : ℝ) + 2) + 1) / 2 = l + (n + 3) / 2 := by ring
  have e2 : -(n + (2 * (l : ℝ) + 2) + 1) / 2 = -(l + (n + 3) / 2) := by ring
  rw [h, integral_rpow_mul_exp_neg_mul_rpow two_pos (by linarith) (by positivity), e1, e2]

/-- The normalization integral in closed form, together with its positivity. -/
theorem radialNorm_eq {a : ℝ} (ha : 0 < a) (l : ℕ) :
    radialNorm a l = (2 * a) ^ (-((l : ℝ) + 3 / 2)) * (1 / 2) * Real.Gamma (l + 3 / 2)
      ∧ 0 < radialNorm a l := by
  have hl : (0 : ℝ) ≤ l := l.cast_nonneg
  have h := integral_rpow_weight ha l (n := 0) (by linarith)
  simp only [Real.rpow_zero, one_mul, zero_add] at h
  have hG : 0 < Real.Gamma ((l : ℝ) + 3 / 2) := Real.Gamma_pos_of_pos (by positivity)
  have hp : 0 < (2 * a) ^ (-((l : ℝ) + 3 / 2)) := Real.rpow_pos_of_pos (by positivity) _
  refine ⟨h, ?_⟩
  rw [radialNorm, h]
  exact mul_pos (mul_pos hp (by norm_num)) hG

/-- The radial density integrates to one. -/
theorem integral_radialDensity {a : ℝ} (ha : 0 < a) (l : ℕ) :
    ∫ r in Ioi (0 : ℝ), radialDensity a l r = 1 := by
  unfold radialDensity
  rw [integral_div]
  exact div_self (radialNorm_eq ha l).2.ne'

/-- The function `r^n` is integrable against the radial density exactly when
`n > -(2l+3)`. -/
theorem integrable_moment_iff {a : ℝ} (ha : 0 < a) (l : ℕ) (n : ℝ) :
    IntegrableOn (fun r : ℝ => r ^ n * radialDensity a l r) (Ioi 0)
      ↔ -(2 * (l : ℝ) + 3) < n := by
  have hN := (radialNorm_eq ha l).2
  constructor
  · intro h
    -- on (0,1) the Gaussian factor is bounded below, so a pure power would be integrable
    have h1 : IntegrableOn (fun r : ℝ => r ^ (n + (2 * (l : ℝ) + 2))) (Ioo 0 1) := by
      have hsub : Ioo (0 : ℝ) 1 ⊆ Ioi 0 := fun x hx => hx.1
      have h2 := Integrable.const_mul (h.mono_set hsub) (radialNorm a l * Real.exp (2 * a))
      refine Integrable.mono' h2 (measurable_id.pow_const _).aestronglyMeasurable ?_
      refine (ae_restrict_iff' measurableSet_Ioo).2 (Filter.Eventually.of_forall fun r hr => ?_)
      have hd : radialNorm a l * radialDensity a l r = radialWeight a l r := by
        rw [radialDensity]
        field_simp
      have hw := rpow_mul_weight a l n hr.1
      have e : radialNorm a l * Real.exp (2 * a) * (r ^ n * radialDensity a l r)
          = r ^ (n + (2 * (l : ℝ) + 2))
            * (Real.exp (2 * a) * Real.exp (-(2 * a) * r ^ 2)) := by
        linear_combination Real.exp (2 * a) * r ^ n * hd + Real.exp (2 * a) * hw
      have hr2 : r ^ 2 ≤ 1 := by nlinarith [hr.1, hr.2]
      have h0 := Real.rpow_nonneg hr.1.le (n + (2 * (l : ℝ) + 2))
      change ‖r ^ (n + (2 * (l : ℝ) + 2))‖
        ≤ radialNorm a l * Real.exp (2 * a) * (r ^ n * radialDensity a l r)
      rw [Real.norm_of_nonneg h0, e, ← Real.exp_add]
      exact le_mul_of_one_le_right h0
        (Real.one_le_exp (by nlinarith [mul_nonneg ha.le (sub_nonneg.2 hr2)]))
    have h3 := (intervalIntegral.integrableOn_Ioo_rpow_iff one_pos).1 h1
    linarith
  · intro hn
    have h := integrableOn_rpow_mul_exp_neg_mul_sq (b := 2 * a) (by positivity)
      (s := n + (2 * (l : ℝ) + 2)) (by linarith)
    have h' : IntegrableOn (fun r : ℝ => (radialNorm a l)⁻¹ *
        (r ^ (n + (2 * (l : ℝ) + 2)) * Real.exp (-(2 * a) * r ^ 2))) (Ioi 0) :=
      Integrable.const_mul h _
    refine IntegrableOn.congr_fun h' (fun r hr => ?_) measurableSet_Ioi
    rw [← rpow_mul_weight a l n (mem_Ioi.mp hr), radialDensity]
    ring

/-- The mean of `r^n` is `(2a)^(-n/2) Γ(l+(n+3)/2) / Γ(l+3/2)` for every real
`n > -(2l+3)`. -/
theorem radialMoment_eq {a : ℝ} (ha : 0 < a) (l : ℕ) {n : ℝ}
    (hn : -(2 * (l : ℝ) + 3) < n) :
    radialMoment a l n
      = (2 * a) ^ (-n / 2) * Real.Gamma (l + (n + 3) / 2) / Real.Gamma (l + 3 / 2) := by
  have h : radialMoment a l n
      = (∫ r in Ioi (0 : ℝ), r ^ n * radialWeight a l r) / radialNorm a l := by
    unfold radialMoment radialDensity
    rw [← integral_div]
    simp only [mul_div_assoc]
  have hG : 0 < Real.Gamma ((l : ℝ) + 3 / 2) := Real.Gamma_pos_of_pos (by positivity)
  have hp : 0 < (2 * a) ^ (-((l : ℝ) + 3 / 2)) := Real.rpow_pos_of_pos (by positivity) _
  -- split off the power of 2a that cancels against the normalization
  have hs : (2 * a) ^ (-((l : ℝ) + (n + 3) / 2))
      = (2 * a) ^ (-n / 2) * (2 * a) ^ (-((l : ℝ) + 3 / 2)) := by
    rw [← Real.rpow_add (by positivity)]
    congr 1
    ring
  rw [h, integral_rpow_weight ha l hn, (radialNorm_eq ha l).1, hs,
    div_eq_div_iff (mul_pos (mul_pos hp (by norm_num)) hG).ne' hG.ne']
  ring

/-- For `a > 0` and real `n > -(2l+3)`, raising the power by two multiplies the radial moment by
`(2l+n+3)/(4a)`. -/
theorem radialMoment_add_two {a : ℝ} (ha : 0 < a) (l : ℕ) {n : ℝ}
    (hn : -(2 * (l : ℝ) + 3) < n) :
    radialMoment a l (n + 2) = (2 * l + n + 3) / (4 * a) * radialMoment a l n := by
  have hs : (l : ℝ) + (n + 3) / 2 ≠ 0 := by
    have : 0 < (l : ℝ) + (n + 3) / 2 := by linarith
    exact this.ne'
  have e1 : (l : ℝ) + (n + 2 + 3) / 2 = l + (n + 3) / 2 + 1 := by ring
  have e2 : -(n + 2) / 2 = -n / 2 - 1 := by ring
  rw [radialMoment_eq ha l (by linarith), radialMoment_eq ha l hn, e1, e2,
    Real.Gamma_add_one hs, Real.rpow_sub_one (by positivity)]
  ring

/-- The radial density has its unique maximum on `r > 0` at `√((l+1)/(2a))`. -/
theorem radialDensity_lt_mode {a : ℝ} (ha : 0 < a) (l : ℕ) :
    0 < modeRadius a l ∧ ∀ r : ℝ, 0 < r → r ≠ modeRadius a l →
      radialDensity a l r < radialDensity a l (modeRadius a l) := by
  have hR : 0 < modeRadius a l := Real.sqrt_pos.2 (by positivity)
  have hR2 : modeRadius a l ^ 2 = (l + 1) / (2 * a) := Real.sq_sqrt (by positivity)
  refine ⟨hR, fun r hr hne => ?_⟩
  have hl : (l : ℝ) + 1 ≠ 0 := by positivity
  obtain ⟨k, hk⟩ : ∃ k : ℝ, k = 2 * a / (l + 1) := ⟨_, rfl⟩
  have hk0 : 0 < k := by rw [hk]; positivity
  have hkR : k * modeRadius a l ^ 2 = 1 := by
    rw [hk, hR2]
    field_simp
  -- the weight is the (l+1)-th power of r² exp(-k r²)
  have hw : ∀ x : ℝ, radialWeight a l x = (x ^ 2 * Real.exp (-(k * x ^ 2))) ^ (l + 1) := by
    intro x
    have e : ((l + 1 : ℕ) : ℝ) * (-(k * x ^ 2)) = -(2 * a) * x ^ 2 := by
      rw [hk]
      push_cast
      field_simp
    have e' : 2 * l + 2 = 2 * (l + 1) := by ring
    rw [radialWeight, e', mul_pow, ← pow_mul, ← Real.exp_nat_mul, e]
  have ht : k * r ^ 2 ≠ 1 := fun h => hne
    ((pow_left_inj₀ hr.le hR.le two_ne_zero).1 (mul_left_cancel₀ hk0.ne' (h.trans hkR.symm)))
  -- the strict inequality t < exp(t-1) for t different from 1
  have h1 : k * r ^ 2 * Real.exp (-(k * r ^ 2)) < Real.exp (-1) := by
    have h2 : k * r ^ 2 < Real.exp (k * r ^ 2 - 1) := by
      have := Real.add_one_lt_exp (sub_ne_zero.2 ht)
      linarith
    calc k * r ^ 2 * Real.exp (-(k * r ^ 2))
        < Real.exp (k * r ^ 2 - 1) * Real.exp (-(k * r ^ 2)) :=
          mul_lt_mul_of_pos_right h2 (Real.exp_pos _)
      _ = Real.exp (-1) := by
          rw [← Real.exp_add]
          congr 1
          ring
  have h3 : r ^ 2 * Real.exp (-(k * r ^ 2))
      < modeRadius a l ^ 2 * Real.exp (-(k * modeRadius a l ^ 2)) := by
    rw [hkR]
    calc r ^ 2 * Real.exp (-(k * r ^ 2))
        = modeRadius a l ^ 2 * (k * r ^ 2 * Real.exp (-(k * r ^ 2))) := by
          linear_combination (-(r ^ 2 * Real.exp (-(k * r ^ 2)))) * hkR
      _ < modeRadius a l ^ 2 * Real.exp (-1) := mul_lt_mul_of_pos_left h1 (by positivity)
  unfold radialDensity
  refine div_lt_div_of_pos_right ?_ (radialNorm_eq ha l).2
  rw [hw, hw]
  exact pow_lt_pow_left₀ h3 (by positivity) (Nat.succ_ne_zero l)

/-- The mean square radius is `(2l+3)/(4a)`, and the squared most probable radius is the
fraction `(2l+2)/(2l+3)` of it. -/
theorem mean_square_radius {a : ℝ} (ha : 0 < a) (l : ℕ) :
    radialMoment a l 2 = (2 * l + 3) / (4 * a) ∧
      modeRadius a l ^ 2 = (2 * l + 2) / (2 * l + 3) * radialMoment a l 2 := by
  have hl : (0 : ℝ) ≤ l := l.cast_nonneg
  have h0 : radialMoment a l 0 = 1 := by
    simpa only [radialMoment, Real.rpow_zero, one_mul] using integral_radialDensity ha l
  have h2 : radialMoment a l 2 = (2 * l + 3) / (4 * a) := by
    have h := radialMoment_add_two ha l (n := 0) (by linarith)
    simpa only [h0, zero_add, add_zero, mul_one] using h
  have hR2 : modeRadius a l ^ 2 = (l + 1) / (2 * a) := Real.sq_sqrt (by positivity)
  have h3 : 2 * (l : ℝ) + 3 ≠ 0 := by positivity
  refine ⟨h2, ?_⟩
  rw [hR2, h2, div_mul_div_cancel₀ h3, div_eq_div_iff (by positivity) (by positivity)]
  ring

end

end PrimitiveGaussianRadial
```

```lean
#print axioms PrimitiveGaussianRadial.integrable_moment_iff
-- 'PrimitiveGaussianRadial.integrable_moment_iff' depends on axioms: [propext, Classical.choice, Quot.sound]
#print axioms PrimitiveGaussianRadial.radialMoment_add_two
-- 'PrimitiveGaussianRadial.radialMoment_add_two' depends on axioms: [propext, Classical.choice, Quot.sound]
#print axioms PrimitiveGaussianRadial.radialDensity_lt_mode
-- 'PrimitiveGaussianRadial.radialDensity_lt_mode' depends on axioms: [propext, Classical.choice, Quot.sound]
#print axioms PrimitiveGaussianRadial.mean_square_radius
-- 'PrimitiveGaussianRadial.mean_square_radius' depends on axioms: [propext, Classical.choice, Quot.sound]
```

## From the Gamma integral to the moments in Lean

`rpow_mul_weight` combines $r^n$ with $r^{2l+2}$. It assumes $r>0$, as the addition rule for real exponents requires. `integral_rpow_weight` uses it to rewrite the integrand and then applies Mathlib's `integral_rpow_mul_exp_neg_mul_rpow`, which takes the place of the substitution $u=2ar^2$. The equations `e1` and `e2` bring the argument of the Gamma function and the exponent of $2a$ into the form used above.

`radialNorm_eq` is the case $n=0$, together with $N>0$, which follows from the positivity of each factor. Normalisation is then $N/N=1$. In `radialMoment_eq`, `h` writes the moment as $I_n/N$, and `hs` splits off the power of $2a$ that cancels against the normalisation.

`radialMoment_add_two` applies the moment formula at $n+2$ and at $n$. The rule `Real.Gamma_add_one` needs $s\ne0$, and the condition on $n$ supplies $s>0$. `mean_square_radius` takes this recursion at $n=0$ and compares the result with the square of `modeRadius`.

## Integrability and the strict maximum in Lean

The forward direction of `integrable_moment_iff` restricts the assumed integrability to $(0,1)$. There $r^{n+2l+2}$ is bounded by the constant $Ne^{2a}$ times $r^nP(r)$, so `Integrable.mono'` makes the pure power integrable. Mathlib's criterion for powers on an interval then yields the bound on $n$. The reverse direction starts from the integrability of a power times a Gaussian and multiplies by $N^{-1}$.

In `radialDensity_lt_mode`, `hw` is the identity $w=(r^2e^{-kr^2})^{l+1}$. The step `ht` shows that $kr^2\ne1$ whenever $r\ne R$, because squaring is injective on non-negative numbers. `h1` is the inequality $te^{-t}<e^{-1}$, obtained from `Real.add_one_lt_exp` at $t-1$, and `h3` turns it into a comparison of the two bases. Finally `pow_lt_pow_left₀` raises that comparison to the power $l+1$, which is never zero, so the inequality stays strict for $l=0$ as well.
